# An error bound of order 1/n for the primitive Trotter product of matrices

Let A and B be complex square matrices of equal size, and let ‖·‖ be the operator norm. For every integer n ≥ 1,

‖(exp(A/n) exp(B/n))ⁿ − exp(A+B)‖ ≤ C/n, with C = ½ ‖AB − BA‖ exp(‖A‖+‖B‖).

The primitive Trotter product therefore converges to exp(A+B), with an error that is at most of first order in 1/n.

Many quantum Monte Carlo methods at inverse temperature β approximate exp(−βH) for a Hamiltonian H = K + V whose parts K and V are easy to exponentiate separately but do not commute. With A = −βK and B = −βV, each factor exp(A/n) exp(B/n) is an imaginary-time slice of length β/n. When the state space is finite-dimensional, as for electrons on a finite lattice or in a finite orbital basis, K and V are matrices and the theorem bounds the error of this sliced propagator. Some auxiliary-field methods start from it; others use a symmetric splitting, or no time slices at all. The commutator in C vanishes when the two parts commute, and the product is then exact. The factor exp(‖A‖+‖B‖) allows for the largest possible growth of the propagators, and it can make the bound very pessimistic at large β or for large systems.

## From one slice to n slices

Write c = ‖AB − BA‖ and L = ‖A‖ + ‖B‖, and let t ≥ 0.

**Growth of a propagator.** Taking norms term by term in the exponential series gives, for any matrix X,

‖exp(tX)‖ ≤ Σⱼ tʲ‖X‖ʲ/j! = exp(t‖X‖).

**Moving A through exp(tB).** Define φ(s) = exp(sB) A exp((t−s)B) for 0 ≤ s ≤ t. Then φ(0) = A exp(tB) and φ(t) = exp(tB) A. Since B commutes with its own exponential,

φ′(s) = exp(sB) (BA − AB) exp((t−s)B).

The norm of this derivative is at most exp(s‖B‖) c exp((t−s)‖B‖) = c exp(t‖B‖). Integrating from 0 to t gives

‖A exp(tB) − exp(tB) A‖ ≤ t c exp(t‖B‖).

**The error of one slice.** Define ψ(s) = exp(sA) exp(sB) exp((t−s)(A+B)). It runs from the exact slice ψ(0) = exp(t(A+B)) to the split slice ψ(t) = exp(tA) exp(tB). By the product rule,

ψ′(s) = exp(sA) [A exp(sB) + exp(sB) B − exp(sB)(A+B)] exp((t−s)(A+B))

= exp(sA) [A exp(sB) − exp(sB) A] exp((t−s)(A+B)).

The bracket is the commutator just estimated, now at time s. Together with ‖A+B‖ ≤ L this gives

‖ψ′(s)‖ ≤ exp(s‖A‖) · s c exp(s‖B‖) · exp((t−s)L) = s c exp(tL).

Integrating the factor s produces t²/2:

‖exp(tA) exp(tB) − exp(t(A+B))‖ ≤ (t²/2) c exp(tL).

**Adding up the slices.** Let S = exp(tA) exp(tB), T = exp(t(A+B)) and M = exp(tL), so that ‖S‖ ≤ M and ‖T‖ ≤ M. Repeated use of

Sʲ⁺¹ − Tʲ⁺¹ = S(Sʲ − Tʲ) + (S − T)Tʲ

writes Sⁿ − Tⁿ as a sum of n terms. Each contains S − T once and n − 1 other factors of norm at most M, hence

‖Sⁿ − Tⁿ‖ ≤ n Mⁿ⁻¹ ‖S − T‖.

Now set t = 1/n. Then Tⁿ = exp(A+B) and Mⁿ = exp(L), and the slice estimate gives

‖Sⁿ − exp(A+B)‖ ≤ n Mⁿ⁻¹ · c M/(2n²) = c exp(L)/(2n).

## Bounded operators as elements of a normed algebra

The derivation never refers to matrix entries, so the Lean development works with elements of a real normed algebra `𝔸`. Complex matrices are included, because a complex algebra is also a real one.

```lean
import Mathlib

open NormedSpace (exp)
open scoped Matrix.Norms.L2Operator

namespace TrotterFirstOrder

variable {𝔸 : Type*} [NormedRing 𝔸] [NormedAlgebra ℝ 𝔸]
```

The scope `Matrix.Norms.L2Operator` selects the norm for matrices: the operator norm induced by the Euclidean vector norm, which is the largest singular value.

```lean
/-- The primitive Trotter product `(exp(A/n) exp(B/n))^n` with `n` slices, for `n ≥ 1`. -/
noncomputable def trotterProduct (A B : 𝔸) (n : ℕ) : 𝔸 :=
  (exp ((n : ℝ)⁻¹ • A) * exp ((n : ℝ)⁻¹ • B)) ^ n
```

`trotterProduct A B n` is the product with n slices, and `(n : ℝ)⁻¹ • A` is A/n. The sign and the factor β are absorbed into `A` and `B`. No Hermiticity is assumed.

## Growth and commutator estimates

```lean
section Bounds

variable [NormOneClass 𝔸] [CompleteSpace 𝔸]

omit [CompleteSpace 𝔸] in
/-- A propagator over a time `t ≥ 0` grows at most like `exp(t‖X‖)`. -/
theorem norm_exp_smul_le (X : 𝔸) {t : ℝ} (ht : 0 ≤ t) :
    ‖exp (t • X)‖ ≤ Real.exp (t * ‖X‖) := by
  have hn : ‖t • X‖ = t * ‖X‖ := by rw [norm_smul, Real.norm_of_nonneg ht]
  rw [← hn]
  generalize t • X = x
  -- compare the exponential series term by term
  have h : HasSum (fun n : ℕ => ‖x‖ ^ n / (n.factorial : ℝ)) (Real.exp ‖x‖) := by
    rw [Real.exp_eq_exp_ℝ, NormedSpace.exp_eq_tsum_div]
    exact (Real.summable_pow_div_factorial ‖x‖).hasSum
  rw [NormedSpace.exp_eq_tsum ℝ]
  refine tsum_of_norm_bounded h (fun n => ?_)
  rw [norm_smul, norm_inv, Real.norm_natCast, div_eq_inv_mul]
  gcongr
  exact norm_pow_le x n
```

The section makes two assumptions. `NormOneClass` says ‖1‖ = 1, so that doing nothing for zero time has norm one. `CompleteSpace` supplies limits; the growth estimate does not need it, and `omit` removes it there. Bounded operators on a Hilbert space other than {0} satisfy both. The theorem `norm_exp_smul_le` is the growth estimate: `tsum_of_norm_bounded` compares the operator series with the scalar one, using ‖xⁿ‖ ≤ ‖x‖ⁿ in each term.

```lean
/-- The commutator of `A` with the propagator `exp(tB)`, `t ≥ 0`, is at most
`t ‖AB - BA‖ exp(t‖B‖)`. -/
theorem norm_commutator_exp_le (A B : 𝔸) {t : ℝ} (ht : 0 ≤ t) :
    ‖A * exp (t • B) - exp (t • B) * A‖
      ≤ t * ‖A * B - B * A‖ * Real.exp (t * ‖B‖) := by
  -- move `A` through the propagator: differentiate `exp(sB) A exp((t-s)B)`
  have hder : ∀ s : ℝ, HasDerivAt (fun s : ℝ => exp (s • B) * A * exp ((t - s) • B))
      (exp (s • B) * (B * A - A * B) * exp ((t - s) • B)) s := by
    intro s
    have h1 : HasDerivAt (fun u : ℝ => exp (u • B)) (exp (s • B) * B) s :=
      hasDerivAt_exp_smul_const B s
    have h2 : HasDerivAt (fun u : ℝ => exp ((t - u) • B)) (-(B * exp ((t - s) • B))) s :=
      HasDerivAt.comp_const_sub (f := fun v : ℝ => exp (v • B)) t s
        (hasDerivAt_exp_smul_const' B (t - s))
    refine ((h1.mul_const A).fun_mul h2).congr_deriv ?_
    generalize exp (s • B) = E
    generalize exp ((t - s) • B) = F
    noncomm_ring
  have key := norm_image_sub_le_of_norm_deriv_le_segment'
    (C := ‖A * B - B * A‖ * Real.exp (t * ‖B‖))
    (fun s (_ : s ∈ Set.Icc 0 t) => (hder s).hasDerivWithinAt)
    (fun s hs => by
      have hE := norm_exp_smul_le B hs.1
      have hF := norm_exp_smul_le B (sub_nonneg.2 hs.2.le)
      have he : Real.exp (t * ‖B‖) = Real.exp (s * ‖B‖) * Real.exp ((t - s) * ‖B‖) := by
        rw [← Real.exp_add]
        congr 1
        ring
      calc _ ≤ ‖exp (s • B)‖ * ‖B * A - A * B‖ * ‖exp ((t - s) • B)‖ := norm_mul₃_le
        _ ≤ Real.exp (s * ‖B‖) * ‖B * A - A * B‖ * Real.exp ((t - s) * ‖B‖) := by gcongr
        _ = _ := by rw [he, norm_sub_rev (B * A)]; ring)
    t ⟨ht, le_rfl⟩
  simp only [sub_self, zero_smul, sub_zero, NormedSpace.exp_zero, one_mul, mul_one] at key
  rw [norm_sub_rev]
  linarith
```

The statement `hder` is the formula for φ′(s). Its proof applies the product rule, replaces the exponentials by the letters `E` and `F`, and leaves the noncommutative algebra to `noncomm_ring`. In place of an integral, `key` uses the mean value inequality: a function whose derivative has norm at most a constant changes by at most that constant times t. The last simplification evaluates φ at the two ends.

## The second-order error of a slice

```lean
/-- The error of one Trotter slice of length `t ≥ 0` is at most
`(t^2 / 2) ‖AB - BA‖ exp(t(‖A‖ + ‖B‖))`. -/
theorem slice_error (A B : 𝔸) {t : ℝ} (ht : 0 ≤ t) :
    ‖exp (t • A) * exp (t • B) - exp (t • (A + B))‖
      ≤ t ^ 2 / 2 * ‖A * B - B * A‖ * Real.exp (t * (‖A‖ + ‖B‖)) := by
  -- interpolate between the exact and the split propagator
  have hder : ∀ s : ℝ, HasDerivAt
      (fun s : ℝ => exp (s • A) * exp (s • B) * exp ((t - s) • (A + B)) - exp (t • (A + B)))
      (exp (s • A) * (A * exp (s • B) - exp (s • B) * A) * exp ((t - s) • (A + B))) s := by
    intro s
    have h1 : HasDerivAt (fun u : ℝ => exp (u • A)) (exp (s • A) * A) s :=
      hasDerivAt_exp_smul_const A s
    have h2 : HasDerivAt (fun u : ℝ => exp (u • B)) (exp (s • B) * B) s :=
      hasDerivAt_exp_smul_const B s
    have h3 : HasDerivAt (fun u : ℝ => exp ((t - u) • (A + B)))
        (-((A + B) * exp ((t - s) • (A + B)))) s :=
      HasDerivAt.comp_const_sub (f := fun v : ℝ => exp (v • (A + B))) t s
        (hasDerivAt_exp_smul_const' (A + B) (t - s))
    refine (((h1.fun_mul h2).fun_mul h3).sub_const _).congr_deriv ?_
    generalize exp ((t - s) • (A + B)) = G
    generalize exp (s • A) = E
    generalize exp (s • B) = F
    noncomm_ring
  have key := image_norm_le_of_norm_deriv_right_le_deriv_boundary
    (B := fun s => s * s * (‖A * B - B * A‖ * Real.exp (t * (‖A‖ + ‖B‖)) / 2))
    (B' := fun s => s * (‖A * B - B * A‖ * Real.exp (t * (‖A‖ + ‖B‖))))
    (fun s (_ : s ∈ Set.Icc 0 t) => (hder s).continuousAt.continuousWithinAt)
    (fun s _ => (hder s).hasDerivWithinAt)
    (by simp [NormedSpace.exp_zero])
    (fun s => (((hasDerivAt_id' s).fun_mul (hasDerivAt_id' s)).mul_const _).congr_deriv
      (by ring))
    (fun s hs => by
      have hts : 0 ≤ t - s := sub_nonneg.2 hs.2.le
      have hE := norm_exp_smul_le A hs.1
      have hK := norm_commutator_exp_le A B hs.1
      have hG : ‖exp ((t - s) • (A + B))‖ ≤ Real.exp ((t - s) * (‖A‖ + ‖B‖)) :=
        (norm_exp_smul_le (A + B) hts).trans
          (Real.exp_le_exp.2 (mul_le_mul_of_nonneg_left (norm_add_le A B) hts))
      have he : Real.exp (t * (‖A‖ + ‖B‖)) = Real.exp (s * ‖A‖) * Real.exp (s * ‖B‖)
          * Real.exp ((t - s) * (‖A‖ + ‖B‖)) := by
        rw [← Real.exp_add, ← Real.exp_add]
        congr 1
        ring
      have hs0 : 0 ≤ s := hs.1
      calc _ ≤ ‖exp (s • A)‖ * ‖A * exp (s • B) - exp (s • B) * A‖
            * ‖exp ((t - s) • (A + B))‖ := norm_mul₃_le
        _ ≤ Real.exp (s * ‖A‖) * (s * ‖A * B - B * A‖ * Real.exp (s * ‖B‖))
            * Real.exp ((t - s) * (‖A‖ + ‖B‖)) := by gcongr
        _ = _ := by rw [he]; ring)
    (Set.right_mem_Icc.2 ht)
  simp only [sub_self, zero_smul, NormedSpace.exp_zero, mul_one] at key
  linarith
```

The function differentiated is ψ(s) − exp(t(A+B)), which vanishes at s = 0. A constant bound on its derivative would lose the factor ½, so `key` compares its norm with the scalar function s² c exp(tL)/2, whose derivative is s c exp(tL). In this call the named argument `B` is that comparison function and not the operator. The final `calc` block is the estimate of ‖ψ′(s)‖, with `hK` providing the commutator bound.

The hypothesis t ≥ 0 matters. Let A be the 2×2 matrix whose only nonzero entry is a 1 in the upper right corner, and B the one with a 1 in the lower left corner. Then ‖A‖ = ‖B‖ = ‖AB − BA‖ = 1. At t = −1 the lower right entry of the slice error is 1 − cosh 1 ≈ −0.54, so the norm of the error is at least 0.54, whereas the stated bound would be e⁻²/2 ≈ 0.07. For a negative step, replacing t by |t| in the exponent gives a valid bound, as one sees by applying the theorem to −A, −B and |t|.

## Accumulation over all slices

```lean
omit [NormedAlgebra ℝ 𝔸] [CompleteSpace 𝔸] in
/-- Errors of successive slices add up: if `S` and `T` have norm at most `M`, their powers
`n + 1` differ by at most `(n + 1) M^n ‖S - T‖`. -/
theorem norm_pow_sub_pow_le (S T : 𝔸) {M : ℝ} (hS : ‖S‖ ≤ M) (hT : ‖T‖ ≤ M) (n : ℕ) :
    ‖S ^ (n + 1) - T ^ (n + 1)‖ ≤ ((n + 1 : ℕ) : ℝ) * M ^ n * ‖S - T‖ := by
  have hM : 0 ≤ M := (norm_nonneg S).trans hS
  induction n with
  | zero => simp
  | succ n ih =>
    have hp : ‖T ^ (n + 1)‖ ≤ M ^ (n + 1) :=
      (norm_pow_le T (n + 1)).trans (pow_le_pow_left₀ (norm_nonneg T) hT _)
    have hsplit : S ^ (n + 1 + 1) - T ^ (n + 1 + 1)
        = S * (S ^ (n + 1) - T ^ (n + 1)) + (S - T) * T ^ (n + 1) := by
      rw [pow_succ' S (n + 1), pow_succ' T (n + 1), mul_sub, sub_mul]
      abel
    calc _ ≤ ‖S‖ * ‖S ^ (n + 1) - T ^ (n + 1)‖ + ‖S - T‖ * ‖T ^ (n + 1)‖ := by
          rw [hsplit]
          exact (norm_add_le _ _).trans (add_le_add (norm_mul_le _ _) (norm_mul_le _ _))
      _ ≤ M * (((n + 1 : ℕ) : ℝ) * M ^ n * ‖S - T‖) + ‖S - T‖ * M ^ (n + 1) := by gcongr
      _ = _ := by push_cast; ring
```

This is the telescoping estimate, proved by induction. The exponent is written `n + 1`, so the `n` of this lemma is one less than the number of slices. The identity `hsplit` separates off one factor, and the `calc` block bounds the two resulting terms.

```lean
/-- First-order convergence of the primitive Trotter product: with `n ≥ 1` slices the error is
at most `‖AB - BA‖ exp(‖A‖ + ‖B‖) / (2n)`. -/
theorem trotter_error (A B : 𝔸) {n : ℕ} (hn : 1 ≤ n) :
    ‖trotterProduct A B n - exp (A + B)‖
      ≤ ‖A * B - B * A‖ / 2 * Real.exp (‖A‖ + ‖B‖) / n := by
  obtain ⟨k, rfl⟩ : ∃ k, n = k + 1 := ⟨n - 1, by omega⟩
  have hN : ((k + 1 : ℕ) : ℝ) ≠ 0 := Nat.cast_ne_zero.2 (Nat.succ_ne_zero k)
  have ht : 0 ≤ ((k + 1 : ℕ) : ℝ)⁻¹ := by positivity
  have hNt := mul_inv_cancel₀ hN
  unfold trotterProduct
  rw [div_eq_mul_inv _ ((k + 1 : ℕ) : ℝ)]
  generalize ((k + 1 : ℕ) : ℝ)⁻¹ = t at ht hNt ⊢
  -- the exact propagator is a product of exact slices
  have hexact : exp (A + B) = exp (t • (A + B)) ^ (k + 1) := by
    let : NormedAlgebra ℚ 𝔸 := NormedAlgebra.restrictScalars ℚ ℝ 𝔸
    rw [← NormedSpace.exp_nsmul, ← Nat.cast_smul_eq_nsmul ℝ, smul_smul, hNt, one_smul]
  have hS : ‖exp (t • A) * exp (t • B)‖ ≤ Real.exp (t * (‖A‖ + ‖B‖)) := by
    rw [mul_add, Real.exp_add]
    exact (norm_mul_le _ _).trans (mul_le_mul (norm_exp_smul_le A ht)
      (norm_exp_smul_le B ht) (norm_nonneg _) (Real.exp_pos _).le)
  have hT : ‖exp (t • (A + B))‖ ≤ Real.exp (t * (‖A‖ + ‖B‖)) :=
    (norm_exp_smul_le (A + B) ht).trans
      (Real.exp_le_exp.2 (mul_le_mul_of_nonneg_left (norm_add_le A B) ht))
  have hpow : Real.exp (t * (‖A‖ + ‖B‖)) ^ (k + 1) = Real.exp (‖A‖ + ‖B‖) := by
    rw [← Real.exp_nat_mul, ← mul_assoc, hNt, one_mul]
  rw [hexact]
  refine (norm_pow_sub_pow_le _ _ hS hT k).trans ?_
  refine (mul_le_mul_of_nonneg_left (slice_error A B ht) (by positivity)).trans (le_of_eq ?_)
  rw [← hpow, pow_succ]
  linear_combination (t * ‖A * B - B * A‖ / 2 * Real.exp (t * (‖A‖ + ‖B‖)) ^ k
    * Real.exp (t * (‖A‖ + ‖B‖))) * hNt
```

The proof writes the number of slices as k + 1 and calls its inverse `t`. `hexact` expresses exp(A+B) as a power of the exact slice, `hS` and `hT` bound the two slices by M, and `hpow` says that Mᵏ⁺¹ = exp(L). The telescoping lemma and `slice_error` then combine as in the derivation, and `linear_combination` uses (k + 1)t = 1 to collect the powers of t.

The result is an upper bound and does not say that the error is ever as large as C/n. If A and B commute, the bound is zero and the product is exact for every n ≥ 1.

```lean
/-- Lie product formula: the primitive Trotter product converges in norm to `exp(A + B)` as the
number of slices grows. -/
theorem lie_product_formula (A B : 𝔸) :
    Filter.Tendsto (trotterProduct A B) Filter.atTop (nhds (exp (A + B))) :=
  tendsto_iff_norm_sub_tendsto_zero.2 (squeeze_zero'
    (Filter.Eventually.of_forall fun _ => norm_nonneg _)
    ((Filter.eventually_ge_atTop 1).mono fun _ hn => trotter_error A B hn)
    (tendsto_const_div_atTop_nhds_zero_nat _))

end Bounds
```

Convergence follows by squeezing the error between 0 and C/n. The limit is in norm and for bounded generators. In the continuum the kinetic energy is unbounded, and passing from a finite basis to that setting is the step that the hypotheses leave open. The product formula for unbounded generators is usually stated as strong convergence, that is, on each fixed vector, and needs a different argument.

## Complex matrices and real-time evolution

```lean
/-- For complex square matrices in the operator norm, the Trotter error with `n ≥ 1` slices is
at most `C/n` with `C = ‖AB - BA‖ exp(‖A‖ + ‖B‖) / 2`. -/
theorem matrix_trotter_error {m : Type*} [Fintype m] [DecidableEq m] (A B : Matrix m m ℂ)
    {n : ℕ} (hn : 1 ≤ n) :
    ‖trotterProduct A B n - exp (A + B)‖
      ≤ ‖A * B - B * A‖ / 2 * Real.exp (‖A‖ + ‖B‖) / n := by
  rcases isEmpty_or_nonempty m with h | h
  · rw [Subsingleton.elim (trotterProduct A B n - exp (A + B)) 0, norm_zero]
    positivity
  · have : NormOneClass (Matrix m m ℂ) := ⟨CStarRing.norm_one⟩
    exact trotter_error A B hn

end TrotterFirstOrder
```

The index type `m` labels the basis states. For a nonempty basis the identity matrix has norm one and the general theorem applies. For an empty basis all matrices are equal, so the error is zero.

The same argument gives a sharper estimate for real-time evolution. If A = −iτK and B = −iτV with Hermitian matrices K and V and real time τ, in units with ħ = 1, all the propagators are unitary. Their norms are at most 1, so every exponential growth factor in the derivation can be replaced by 1, and the error is at most

‖AB − BA‖/(2n) = τ² ‖KV − VK‖/(2n).

This unitary version is left here as a consequence of the written derivation and has no Lean proof above.

```lean
#print axioms TrotterFirstOrder.lie_product_formula
#print axioms TrotterFirstOrder.matrix_trotter_error
```

```
'TrotterFirstOrder.lie_product_formula' depends on axioms: [propext, Classical.choice, Quot.sound]
'TrotterFirstOrder.matrix_trotter_error' depends on axioms: [propext, Classical.choice, Quot.sound]
```
